# The energy slope of the radial Dirac ratio $Q/P$ is fixed by the two-component core charge divided by $P(R)^2$

A local pseudopotential whose pseudo solution itself obeys the radial Dirac equation can reproduce both the nonzero value of the large component at the core radius and the large-component charge inside it, and still scatter wrongly. If the small-component charge differs, the ratio of small to large component at that radius has the wrong energy slope. Even with the ratio matched at the reference energy, an error linear in the energy shift remains.

## Slope and charge at the core radius

Let $P_E(r)$ and $Q_E(r)$ be the large and small radial components at energy $E$, measured from the rest energy. Use units with $\hbar=m=1$, so that the rest energy is $c^2$. With speed of light $c>0$, angular quantum number $\kappa$, potential $V$ and core radius $R$, they satisfy on $(0,R)$

$$P'=-\frac{\kappa P}{r}+\frac{(E-V+2c^2)Q}{c},\qquad Q'=\frac{\kappa Q}{r}-\frac{(E-V)P}{c}.$$

Suppose both components are jointly continuous in $(E,r)$ up to $r=0$ and $r=R$, for $E$ in an open set, and $P_E(0)=0$. Wherever $P_E(R)\ne0$,

$$\frac{d}{dE}\frac{Q_E(R)}{P_E(R)}=-\frac{1}{c\,P_E(R)^2}\int_0^R(P_E^2+Q_E^2)\,dr .$$

## Matching and testing in a generator

For a single radial channel with a fixed local potential, this identity tells a norm-conserving generator which charge to match, provided its pseudo solution also solves the radial Dirac equation; pseudo-orbitals that solve a Schrödinger-type equation have no small component and are not covered. If the all-electron and pseudo solutions have equal $P(R)\neq0$, their slopes agree exactly when their total core charges agree. If the large-component charges already agree, the condition reduces to equal small-component charges.

The identity also tests a radial solver: a finite-difference slope of $Q/P$ should approach the quadrature on the right. Rescaling the solution changes neither side, so normalisation is not needed for this test.

## From two energies to one slope

Write subscripts 1 and 2 for energies $E_1,E_2$, and set $W=P_1Q_2-P_2Q_1$. In $W'$ the $\kappa$ terms cancel, leaving

$$W'=\frac{(E_1-V+2c^2)-(E_2-V+2c^2)}{c}Q_1Q_2+\frac{(E_1-V)-(E_2-V)}{c}P_1P_2,$$

which is $\frac{E_1-E_2}{c}(P_1P_2+Q_1Q_2)$. Since $P_1(0)=P_2(0)=0$, $W(0)=0$. Integrating with $E_1=E$ and $E_2=E_0$ gives

$$P_EQ_{E_0}-P_{E_0}Q_E\big|_R=\frac{E-E_0}{c}I(E),\quad I(E)=\int_0^R(P_EP_{E_0}+Q_EQ_{E_0})\,dr.$$

Dividing by $-(E-E_0)P_E(R)P_{E_0}(R)$,

$$\frac{1}{E-E_0}\left[\frac{Q_E(R)}{P_E(R)}-\frac{Q_{E_0}(R)}{P_{E_0}(R)}\right]=-\frac{I(E)}{c\,P_E(R)P_{E_0}(R)}.$$

Joint continuity makes $I(E)$ and $P_E(R)$ continuous, so $E\to E_0$ gives the slope. It is negative because the integrand is continuous, nonnegative and positive at $R$. For two families with equal $P(R)$ the denominators agree, so equal slopes mean equal charges; subtracting equal large-component charges leaves the small-component condition.

For a free particle with $\kappa=-1$ and $E>0$, let $k=\sqrt{E(E+2c^2)}/c$. Then $P=\sin kr$, and the first equation gives $Q=A(\cos kr-\sin(kr)/(kr))$ with $A=ck/(E+2c^2)$. Differentiation yields $Q'=-Q/r-Ak\sin kr$, and $Ak=E/c$ gives the second equation.

```lean
import Mathlib

open Set Filter Topology MeasureTheory intervalIntegral

namespace TwoComponentNormConservation

noncomputable section

/-- A family of radial Dirac solutions with large component `P E r` and small component `Q E r`,
for energies `E` in a window `U`, jointly continuous up to the core radius `R`, with the large
component vanishing at the origin. -/
structure RadialDiracFamily (c κ R : ℝ) (V : ℝ → ℝ) (U : Set ℝ) (P Q : ℝ → ℝ → ℝ) : Prop where
  c_pos : 0 < c
  R_pos : 0 < R
  contP : ContinuousOn (fun x : ℝ × ℝ => P x.1 x.2) (U ×ˢ Icc 0 R)
  contQ : ContinuousOn (fun x : ℝ × ℝ => Q x.1 x.2) (U ×ˢ Icc 0 R)
  zeroP : ∀ E ∈ U, P E 0 = 0
  eqP : ∀ E ∈ U, ∀ r ∈ Ioo 0 R,
    HasDerivAt (P E) (-κ * P E r / r + (E - V r + 2 * c ^ 2) * Q E r / c) r
  eqQ : ∀ E ∈ U, ∀ r ∈ Ioo 0 R,
    HasDerivAt (Q E) (κ * Q E r / r - (E - V r) * P E r / c) r

/-- The charge inside the core radius, from both components. -/
def coreCharge (R : ℝ) (P Q : ℝ → ℝ → ℝ) (E : ℝ) : ℝ :=
  ∫ r in (0 : ℝ)..R, (P E r ^ 2 + Q E r ^ 2)

variable {c κ κ' R E₀ : ℝ} {V V' : ℝ → ℝ} {U : Set ℝ} {P Q P' Q' : ℝ → ℝ → ℝ}

/-- At fixed energy a jointly continuous component is continuous in the radius. -/
theorem continuousOn_radius {F : ℝ → ℝ → ℝ} {E : ℝ}
    (hF : ContinuousOn (fun x : ℝ × ℝ => F x.1 x.2) (U ×ˢ Icc 0 R)) (hE : E ∈ U) :
    ContinuousOn (F E) (Icc 0 R) := by
  have hi : ContinuousOn (fun r : ℝ => (E, r)) (Icc 0 R) := by fun_prop
  have h := hF.comp hi (fun r hr => mk_mem_prod hE hr)
  exact h

/-- The radial derivative of `P₁Q₂ - P₂Q₁` is the energy difference over `c` times the mixed
density of both components. -/
theorem hasDerivAt_wronskian (h : RadialDiracFamily c κ R V U P Q) {E₁ E₂ r : ℝ}
    (h₁ : E₁ ∈ U) (h₂ : E₂ ∈ U) (hr : r ∈ Ioo 0 R) :
    HasDerivAt (fun r => P E₁ r * Q E₂ r - P E₂ r * Q E₁ r)
      ((E₁ - E₂) / c * (P E₁ r * P E₂ r + Q E₁ r * Q E₂ r)) r :=
  (((h.eqP E₁ h₁ r hr).fun_mul (h.eqQ E₂ h₂ r hr)).fun_sub
    ((h.eqP E₂ h₂ r hr).fun_mul (h.eqQ E₁ h₁ r hr))).congr_deriv (by ring)

/-- The overlap of the solution at energy `E` with the one at `E₀` is continuous in `E`. -/
theorem continuousOn_overlap (h : RadialDiracFamily c κ R V U P Q) (hE : E₀ ∈ U) :
    ContinuousOn (fun E => ∫ r in (0 : ℝ)..R, (P E r * P E₀ r + Q E r * Q E₀ r)) U := by
  have hR := h.R_pos
  -- clamp the radius to `[0, R]` to obtain globally continuous integrands
  have hc : ∀ F : ℝ → ℝ → ℝ, ContinuousOn (fun x : ℝ × ℝ => F x.1 x.2) (U ×ˢ Icc 0 R) →
      Continuous (fun x : U × ℝ => F x.1 (max 0 (min x.2 R))) := by
    intro F hF
    have hi : Continuous (fun x : U × ℝ => ((x.1 : ℝ), max 0 (min x.2 R))) := by fun_prop
    have h1 := hF.comp_continuous hi (fun x => mk_mem_prod x.1.2
      ⟨le_max_left _ _, max_le hR.le (min_le_right _ _)⟩)
    exact h1
  have hs : Continuous (fun x : U × ℝ => ((⟨E₀, hE⟩ : U), x.2)) := by fun_prop
  have hk : Continuous (Function.uncurry (fun (E : U) (r : ℝ) =>
      P E (max 0 (min r R)) * P E₀ (max 0 (min r R))
        + Q E (max 0 (min r R)) * Q E₀ (max 0 (min r R)))) := by
    have h1 := ((hc P h.contP).mul ((hc P h.contP).comp hs)).add
      ((hc Q h.contQ).mul ((hc Q h.contQ).comp hs))
    exact h1
  have hI := continuous_parametric_intervalIntegral_of_continuous' (μ := volume) hk 0 R
  rw [continuousOn_iff_continuous_domRestrict]
  refine hI.congr (fun E => ?_)
  simp only [Set.domRestrict_apply]
  apply intervalIntegral.integral_congr
  intro r hr
  rw [uIcc_of_le hR.le] at hr
  have hm : max 0 (min r R) = r := by rw [min_eq_left hr.2, max_eq_right hr.1]
  simp only [hm]

/-- If `P(R) ≠ 0`, the energy derivative of `Q/P` at the core radius is minus the two-component core
charge divided by `c P(R)²`. -/
theorem hasDerivAt_ratio (h : RadialDiracFamily c κ R V U P Q) (hU : IsOpen U) (hE : E₀ ∈ U)
    (hP : P E₀ R ≠ 0) :
    HasDerivAt (fun E => Q E R / P E R) (-coreCharge R P Q E₀ / (c * P E₀ R ^ 2)) E₀ := by
  have hR := h.R_pos
  have hc := h.c_pos.ne'
  have hcP : ContinuousAt (fun E => P E R) E₀ := by
    have hi : ContinuousOn (fun E : ℝ => (E, R)) U := by fun_prop
    have h1 := h.contP.comp hi (fun E hE => mk_mem_prod hE ⟨hR.le, le_rfl⟩)
    exact h1.continuousAt (hU.mem_nhds hE)
  have hI := (continuousOn_overlap h hE).continuousAt (hU.mem_nhds hE)
  have hq := hI.neg.div (continuousAt_const.mul (hcP.mul continuousAt_const))
    (mul_ne_zero hc (mul_ne_zero hP hP))
  have hlim := hq.tendsto.mono_left (nhdsWithin_le_nhds (s := {E₀}ᶜ))
  have ht : -coreCharge R P Q E₀ / (c * P E₀ R ^ 2)
      = -(∫ r in (0 : ℝ)..R, (P E₀ r * P E₀ r + Q E₀ r * Q E₀ r))
        / (c * (P E₀ R * P E₀ R)) := by
    simp only [coreCharge, pow_two]
  rw [hasDerivAt_iff_tendsto_slope, ht]
  refine Tendsto.congr' ?_ hlim
  filter_upwards [(hcP.eventually_ne hP).filter_mono nhdsWithin_le_nhds,
    (hU.eventually_mem hE).filter_mono nhdsWithin_le_nhds, self_mem_nhdsWithin] with E h1 h2 h3
  have hne : E - E₀ ≠ 0 := sub_ne_zero.mpr h3
  have p1 := continuousOn_radius h.contP h2
  have p0 := continuousOn_radius h.contP hE
  have q1 := continuousOn_radius h.contQ h2
  have q0 := continuousOn_radius h.contQ hE
  -- integrate the radial derivative from the origin to the core radius
  have hint : IntervalIntegrable
      (fun r => (E - E₀) / c * (P E r * P E₀ r + Q E r * Q E₀ r)) volume 0 R :=
    ContinuousOn.intervalIntegrable_of_Icc hR.le
      (continuousOn_const.mul ((p1.mul p0).add (q1.mul q0)))
  have hw : ∫ r in (0 : ℝ)..R, (E - E₀) / c * (P E r * P E₀ r + Q E r * Q E₀ r)
      = (P E R * Q E₀ R - P E₀ R * Q E R) - (P E 0 * Q E₀ 0 - P E₀ 0 * Q E 0) :=
    intervalIntegral.integral_eq_sub_of_hasDerivAt_of_le
      (f := fun r => P E r * Q E₀ r - P E₀ r * Q E r) hR.le
      ((p1.mul q0).sub (p0.mul q1)) (fun r hr => hasDerivAt_wronskian h h2 hE hr) hint
  rw [intervalIntegral.integral_const_mul, h.zeroP E h2, h.zeroP E₀ hE, div_mul_eq_mul_div,
    div_eq_iff hc] at hw
  -- the difference quotient is an overlap divided by the amplitudes
  change -(∫ r in (0 : ℝ)..R, (P E r * P E₀ r + Q E r * Q E₀ r)) / (c * (P E R * P E₀ R)) = _
  rw [slope_def_field, div_sub_div _ _ h1 hP, div_div,
    div_eq_div_iff (mul_ne_zero hc (mul_ne_zero h1 hP)) (mul_ne_zero (mul_ne_zero h1 hP) hne)]
  linear_combination (-(P E R * P E₀ R)) * hw

/-- If the large component is nonzero at the core radius, the ratio `Q/P` there has a strictly
negative energy derivative. -/
theorem deriv_ratio_neg (h : RadialDiracFamily c κ R V U P Q) (hU : IsOpen U) (hE : E₀ ∈ U)
    (hP : P E₀ R ≠ 0) : deriv (fun E => Q E R / P E R) E₀ < 0 := by
  have hpos : 0 < coreCharge R P Q E₀ :=
    intervalIntegral.integral_pos h.R_pos
      (((continuousOn_radius h.contP hE).pow 2).add ((continuousOn_radius h.contQ hE).pow 2))
      (fun r _ => by positivity) ⟨R, ⟨h.R_pos.le, le_rfl⟩, by positivity⟩
  have hc := h.c_pos
  rw [(hasDerivAt_ratio h hU hE hP).deriv]
  exact div_neg_of_neg_of_pos (neg_neg_of_pos hpos) (by positivity)

/-- For two families with the same `c` and equal, nonzero large component at the core radius, the
energy derivatives of `Q/P` agree there exactly when the two-component core charges agree. -/
theorem norm_conservation_iff (h : RadialDiracFamily c κ R V U P Q)
    (h' : RadialDiracFamily c κ' R V' U P' Q') (hU : IsOpen U) (hE : E₀ ∈ U)
    (hP : P E₀ R ≠ 0) (hm : P' E₀ R = P E₀ R) :
    deriv (fun E => Q' E R / P' E R) E₀ = deriv (fun E => Q E R / P E R) E₀ ↔
      coreCharge R P' Q' E₀ = coreCharge R P Q E₀ := by
  have hd : c * P E₀ R ^ 2 ≠ 0 := mul_ne_zero h.c_pos.ne' (pow_ne_zero 2 hP)
  rw [(hasDerivAt_ratio h hU hE hP).deriv,
    (hasDerivAt_ratio h' hU hE (by rw [hm]; exact hP)).deriv, hm, div_left_inj' hd, neg_inj]

/-- For two families with the same `c`, equal, nonzero large component at the core radius and equal
large-component core charges, the energy derivatives of `Q/P` at that radius agree exactly when the
small-component core charges agree. -/
theorem small_component_iff (h : RadialDiracFamily c κ R V U P Q)
    (h' : RadialDiracFamily c κ' R V' U P' Q') (hU : IsOpen U) (hE : E₀ ∈ U)
    (hP : P E₀ R ≠ 0) (hm : P' E₀ R = P E₀ R)
    (hL : ∫ r in (0 : ℝ)..R, P' E₀ r ^ 2 = ∫ r in (0 : ℝ)..R, P E₀ r ^ 2) :
    deriv (fun E => Q' E R / P' E R) E₀ = deriv (fun E => Q E R / P E R) E₀ ↔
      ∫ r in (0 : ℝ)..R, Q' E₀ r ^ 2 = ∫ r in (0 : ℝ)..R, Q E₀ r ^ 2 := by
  have hi : ∀ F : ℝ → ℝ → ℝ, ContinuousOn (fun x : ℝ × ℝ => F x.1 x.2) (U ×ˢ Icc 0 R) →
      IntervalIntegrable (fun r => F E₀ r ^ 2) volume 0 R := fun F hF =>
    ContinuousOn.intervalIntegrable_of_Icc h.R_pos.le ((continuousOn_radius hF hE).pow 2)
  rw [norm_conservation_iff h h' hU hE hP hm, coreCharge, coreCharge,
    intervalIntegral.integral_add (hi P' h'.contP) (hi Q' h'.contQ),
    intervalIntegral.integral_add (hi P h.contP) (hi Q h.contQ), hL, add_right_inj]

/-- The relativistic wave number of a free particle of energy `E`. -/
def waveNumber (c E : ℝ) : ℝ := √(E * (E + 2 * c ^ 2)) / c

/-- The large component of the free radial solution with `κ = -1`. -/
def freeP (c E r : ℝ) : ℝ := Real.sin (waveNumber c E * r)

/-- The small component of the free radial solution with `κ = -1`. -/
def freeQ (c E r : ℝ) : ℝ := c * waveNumber c E / (E + 2 * c ^ 2) *
  (Real.cos (waveNumber c E * r) - Real.sinc (waveNumber c E * r))

/-- The free solutions with `κ = -1` and positive energy form a radial Dirac family. -/
theorem radialDiracFamily_witness (hc : 0 < c) (hR : 0 < R) :
    RadialDiracFamily c (-1) R (fun _ => 0) (Ioi 0) (freeP c) (freeQ c) := by
  have hk : Continuous (waveNumber c) := by unfold waveNumber; fun_prop
  have hkr : Continuous (fun x : ℝ × ℝ => waveNumber c x.1 * x.2) :=
    (hk.comp continuous_fst).mul continuous_snd
  have kpos : ∀ E : ℝ, 0 < E → 0 < waveNumber c E := fun E hE =>
    div_pos (Real.sqrt_pos.mpr (by positivity)) hc
  have hlin : ∀ k r : ℝ, HasDerivAt (fun x => k * x) k r := fun k r =>
    ((hasDerivAt_id' r).const_mul k).congr_deriv (mul_one k)
  refine ⟨hc, hR, (Real.continuous_sin.comp hkr).continuousOn, ?_, ?_, ?_, ?_⟩
  · have hden : ContinuousOn (fun x : ℝ × ℝ => x.1 + 2 * c ^ 2) (Ioi 0 ×ˢ Icc 0 R) := by
      fun_prop
    have hnum : Continuous (fun x : ℝ × ℝ => c * waveNumber c x.1) :=
      continuous_const.mul (hk.comp continuous_fst)
    have h1 := (hnum.continuousOn.div hden
      (fun x hx => by
        have h0 : 0 < x.1 := hx.1
        positivity)).mul
      ((Real.continuous_cos.comp hkr).sub (Real.continuous_sinc.comp hkr)).continuousOn
    exact h1
  · intro E _
    simp [freeP]
  · intro E hE r hr
    have hE' : 0 < E := hE
    have hr0 : r ≠ 0 := hr.1.ne'
    have k0 := (kpos E hE').ne'
    have hD : E + 2 * c ^ 2 ≠ 0 := by positivity
    refine HasDerivAt.congr_deriv (hlin (waveNumber c E) r).sin ?_
    simp only [freeP, freeQ, sub_zero]
    rw [Real.sinc_of_ne_zero (mul_ne_zero k0 hr0)]
    field_simp
    ring
  · intro E hE r hr
    have hE' : 0 < E := hE
    have hr0 : r ≠ 0 := hr.1.ne'
    have k0 := (kpos E hE').ne'
    have hD : E + 2 * c ^ 2 ≠ 0 := by positivity
    -- the dispersion relation fixes the amplitude of the small component
    have hk2 : waveNumber c E ^ 2 = E * (E + 2 * c ^ 2) / c ^ 2 := by
      rw [waveNumber, div_pow, Real.sq_sqrt (by positivity)]
    have hA : c * waveNumber c E / (E + 2 * c ^ 2) * waveNumber c E = E / c := by
      have h1 : c * waveNumber c E / (E + 2 * c ^ 2) * waveNumber c E
          = c * waveNumber c E ^ 2 / (E + 2 * c ^ 2) := by ring
      rw [h1, hk2]
      field_simp
    have key : ∀ A k s C : ℝ, k ≠ 0 →
        A * (-s * k - (C * k * (k * r) - s * k) / (k * r) ^ 2)
          = -1 * (A * (C - s / (k * r))) / r - A * k * s := by
      intro A k s C hk
      field_simp
      ring
    have hx := hlin (waveNumber c E) r
    have hd := (hx.cos.fun_sub (hx.sin.fun_div hx (mul_ne_zero k0 hr0))).const_mul
      (c * waveNumber c E / (E + 2 * c ^ 2))
    have hev : freeQ c E =ᶠ[𝓝 r] fun x => c * waveNumber c E / (E + 2 * c ^ 2) *
        (Real.cos (waveNumber c E * x)
          - Real.sin (waveNumber c E * x) / (waveNumber c E * x)) := by
      filter_upwards [Ioi_mem_nhds hr.1] with x hx
      have hx0 : 0 < x := hx
      rw [freeQ, Real.sinc_of_ne_zero (mul_ne_zero k0 hx0.ne')]
    refine (hd.congr_of_eventuallyEq hev).congr_deriv ?_
    rw [key _ _ _ _ k0, hA]
    simp only [freeP, freeQ]
    rw [Real.sinc_of_ne_zero (mul_ne_zero k0 hr0)]
    ring

end

end TwoComponentNormConservation
```

```lean
#print axioms TwoComponentNormConservation.hasDerivAt_ratio
#print axioms TwoComponentNormConservation.deriv_ratio_neg
#print axioms TwoComponentNormConservation.small_component_iff
```

```
'TwoComponentNormConservation.hasDerivAt_ratio' depends on axioms: [propext, Classical.choice, Quot.sound]
'TwoComponentNormConservation.deriv_ratio_neg' depends on axioms: [propext, Classical.choice, Quot.sound]
'TwoComponentNormConservation.small_component_iff' depends on axioms: [propext, Classical.choice, Quot.sound]
```

## How the Lean proof follows the calculation

`RadialDiracFamily` records the equations, continuity and boundary value; `U` is the energy set, and `coreCharge` is the unnormalised integral of both squared components.

- `continuousOn_radius` fixes the energy; `hasDerivAt_wronskian` applies the product rule, and `ring` performs the cancellation.
- `continuousOn_overlap` proves continuity of $I(E)$, clamping the radius to $[0,R]$ to use a theorem on parametric integrals.
- `hasDerivAt_ratio` integrates the radial derivative of the Wronskian in `hw`, identifies the difference quotient by `linear_combination`, and takes the limit.
- `deriv_ratio_neg` gives the sign; `norm_conservation_iff` and `small_component_iff` compare two families.
- `radialDiracFamily_witness` checks the free solution, using `sinc` to include the origin.

## Local potentials and assumed continuity

The theorems allow any real function $V$ and any real $\kappa$, and $Q(0)$ need not vanish. The existence of a jointly continuous family is assumed; it stands for regular solutions whose scale varies continuously with energy. The compared families share $c$ but may differ in $V$ and $\kappa$. The pseudo family must also solve a radial Dirac equation with a local, energy-independent potential, so nonlocal projectors and self-consistent changes of $V$ are not covered.

A different model would assume differentiability in $E$ and differentiate the radial equations directly. That would replace the difference quotient, but users would have to supply energy derivatives and justify exchanging them with radial ones.

The Wronskian argument also gives orthogonality: two members of one family (same $V$ and $\kappa$) at different energies with the same finite ratio $Q/P$ at $R$ have $\int_0^R(P_1P_2+Q_1Q_2)\,dr=0$.
